# 2:2:1 gradients refocus five proton–carbon pathways to the detected proton coherence when γH/γC = 4

In gradient-selected HMQC, pulsed field gradients in the ratio 2:2:1 are meant to keep one proton–carbon pathway. When I take $\gamma_H/\gamma_C = 4$ and solve the refocusing condition, I find five solutions. Have I miscounted, or do the gradients really let four unwanted pathways through?

## Five solutions, one of them open to ideal HMQC pulses

Your count is right: the gradients refocus five pathways, and the pulses must exclude the other four.

Let $h_1,c_1$ be the proton and carbon coherence orders during the first gradient and $h_2,c_2$ those during the second, each $-1$, $0$ or $1$. During the third gradient the proton order is $-1$, the detected one, and the carbon order is $0$. The gradients have equal duration and shape, so each winds the phase along the sample in proportion to its strength times $4h+c$, in units of the carbon winding. The total vanishes when

$$2(4h_1+c_1)+2(4h_2+c_2)-4=0,\quad\text{that is,}\quad 4(h_1+h_2)+(c_1+c_2)=2.$$

So $c_1+c_2$ leaves remainder 2 on division by 4. As it lies between $-2$ and $2$, it is $2$ or $-2$.

- If it is $2$, then $c_1=c_2=1$ and $h_1+h_2=0$, which has three solutions.
- If it is $-2$, then $c_1=c_2=-1$ and $h_1+h_2=1$, which has two: $(h_1,h_2)=(1,0)$ and $(0,1)$.

The desired pathway is $(h_1,c_1,h_2,c_2)=(1,1,-1,1)$. In basic HMQC only a carbon pulse separates the second gradient from the third. It leaves the proton order alone, so $h_2=-1$, and only the desired pathway qualifies. The others have $h_2=0$ or $1$, so they need a proton pulse between the second gradient and the third.

For a net winding $w$, the signal averaged over a sample of length $L$ is

$$S=\frac1L\int_0^L e^{-2\pi i n w z/L}\,dz,$$

where $n$ is the number of turns per unit winding. If $w=0$, then $S=1$. If $w$ and $n$ are nonzero integers, then

$$S=\frac{1-e^{-2\pi i n w}}{2\pi i n w}=0.$$

In the Lean code, `Pathway` lists the orders as $(h_1,c_1,h_2,c_2)$, `winding` is $w$ and `sampleSignal` is $S$. The argument `r` is the quotient $\gamma_H/\gamma_C$, whose true value is only close to 4. The main theorem, `signal_survives_iff`, says that for $L>0$, a nonzero integer $n$ and $r=4$, the averaged signal is nonzero exactly in the two cases above. An integer $n$ means that a gradient of unit strength winds carbon single-quantum coherence through whole turns across the sample. For other nonzero $n$, a pathway with $w\neq0$ can keep a signal, of magnitude at most $1/(\pi|nw|)$, which strong gradients make small.

The sample is uniform, the gradients are linear, and diffusion and relaxation are absent. The step left to the spectroscopist is whether the pulses populate a given pathway, since the theorem follows phases and not amplitudes. For a simulation of one proton and one carbon under these ideal gradients, the condition tells which pathways to keep.

```lean
import Mathlib

namespace HMQCGradientSelection

noncomputable section

/-- The coherence orders -1, 0, 1 available to a single spin one-half. -/
def orders : Finset ℤ := {-1, 0, 1}

/-- A pathway `(h1, c1, h2, c2)`: proton and carbon coherence orders during the first gradient,
then during the second. -/
abbrev Pathway := ℤ × ℤ × ℤ × ℤ

/-- Net winding of a pathway under gradients `g1, g2, g3`, in units of the carbon winding, where `r`
is the quotient γH/γC of the two gyromagnetic ratios. During the third gradient the proton order is
-1 and the carbon order is 0. -/
def winding {R : Type*} [CommRing R] (g1 g2 g3 r : R) (p : Pathway) : R :=
  g1 * (r * (p.1 : R) + (p.2.1 : R)) + g2 * (r * (p.2.2.1 : R) + (p.2.2.2 : R)) - g3 * r

/-- The pathways with all four orders in -1, 0, 1 that have zero net winding under integer gradients
`g1, g2, g3`, for γH/γC = 4. -/
def survivors (g1 g2 g3 : ℤ) : Finset Pathway :=
  (orders ×ˢ orders ×ˢ orders ×ˢ orders).filter (fun p => winding g1 g2 g3 4 p = 0)

/-- Mean phase factor over a sample of length `L ≠ 0` for a coherence of net winding `w`, where
unit winding means `n` full turns of phase across the sample. -/
def sampleSignal (L : ℝ) (n : ℤ) (w : ℝ) : ℂ :=
  (L : ℂ)⁻¹ * ∫ z in (0 : ℝ)..L,
    Complex.exp (-(2 * (Real.pi : ℂ) * (n : ℂ) * (w : ℂ) / (L : ℂ)) * Complex.I * (z : ℂ))

/-- In a sample of positive length, with a nonzero whole number of turns per unit winding, a
coherence of integer net winding keeps its full signal if the winding is zero and loses all of
it otherwise. -/
theorem sampleSignal_int {L : ℝ} (hL : 0 < L) {n : ℤ} (hn : n ≠ 0) (m : ℤ) :
    sampleSignal L n (m : ℝ) = if m = 0 then 1 else 0 := by
  have hL' : (L : ℂ) ≠ 0 := Complex.ofReal_ne_zero.mpr hL.ne'
  by_cases hm : m = 0
  · subst hm
    simp [sampleSignal, hL.ne']
  · have hpi : (Real.pi : ℂ) ≠ 0 := Complex.ofReal_ne_zero.mpr Real.pi_ne_zero
    have hn' : (n : ℂ) ≠ 0 := by exact_mod_cast hn
    have hm' : ((m : ℝ) : ℂ) ≠ 0 := by exact_mod_cast hm
    have hc : -(2 * (Real.pi : ℂ) * (n : ℂ) * ((m : ℝ) : ℂ) / (L : ℂ)) * Complex.I ≠ 0 :=
      mul_ne_zero (neg_ne_zero.mpr (div_ne_zero
        (mul_ne_zero (mul_ne_zero (mul_ne_zero two_ne_zero hpi) hn') hm') hL')) Complex.I_ne_zero
    -- the phase makes a whole number of turns from one end of the sample to the other
    have hexp : Complex.exp (-(2 * (Real.pi : ℂ) * (n : ℂ) * ((m : ℝ) : ℂ) / (L : ℂ))
        * Complex.I * (L : ℂ)) = 1 := by
      rw [Complex.exp_eq_one_iff]
      refine ⟨-(n * m), ?_⟩
      push_cast
      field_simp
    unfold sampleSignal
    rw [integral_exp_mul_complex hc, hexp]
    simp [hm]

/-- For coherence orders -1, 0 or 1 and γH/γC = 4, the 2:2:1 gradients give zero net winding exactly
when both carbon orders are 1 and the proton orders cancel, or both carbon orders are -1 and the
proton orders are 1 and 0 in either sequence. -/
theorem winding_eq_zero_iff : ∀ h1 ∈ orders, ∀ c1 ∈ orders, ∀ h2 ∈ orders, ∀ c2 ∈ orders,
    (winding (2 : ℤ) 2 1 4 (h1, c1, h2, c2) = 0 ↔
      (c1 = 1 ∧ c2 = 1 ∧ h1 + h2 = 0) ∨
      (c1 = -1 ∧ c2 = -1 ∧ ((h1 = 1 ∧ h2 = 0) ∨ (h1 = 0 ∧ h2 = 1)))) := by
  decide +kernel

/-- The complete list of pathways with orders in -1, 0, 1 refocused by 2:2:1 gradients for γH/γC =
4. -/
theorem survivors_two_two_one : survivors 2 2 1 =
    {(1, 1, -1, 1), (0, 1, 0, 1), (-1, 1, 1, 1), (1, -1, 0, -1), (0, -1, 1, -1)} := by
  decide +kernel

/-- Exactly five pathways with orders in -1, 0, 1 are refocused by 2:2:1 gradients for γH/γC = 4. -/
theorem card_survivors : (survivors 2 2 1).card = 5 := by
  decide +kernel

/-- In a sample of positive length, with a nonzero whole number of turns per unit winding and γH/γC
= 4, a pathway with orders in -1, 0, 1 has a nonzero mean phase factor after 2:2:1 gradients exactly
when both carbon orders are 1 and the proton orders cancel, or both carbon orders are -1 and the
proton orders are 1 and 0 in either sequence. -/
theorem signal_survives_iff {L : ℝ} (hL : 0 < L) {n : ℤ} (hn : n ≠ 0) {h1 c1 h2 c2 : ℤ}
    (hh1 : h1 ∈ orders) (hc1 : c1 ∈ orders) (hh2 : h2 ∈ orders) (hc2 : c2 ∈ orders) :
    sampleSignal L n (winding (2 : ℝ) 2 1 4 (h1, c1, h2, c2)) ≠ 0 ↔
      (c1 = 1 ∧ c2 = 1 ∧ h1 + h2 = 0) ∨
      (c1 = -1 ∧ c2 = -1 ∧ ((h1 = 1 ∧ h2 = 0) ∨ (h1 = 0 ∧ h2 = 1))) := by
  -- the net winding is an integer, so the sample average is either one or zero
  have hcast : winding (2 : ℝ) 2 1 4 (h1, c1, h2, c2) =
      ((winding (2 : ℤ) 2 1 4 (h1, c1, h2, c2) : ℤ) : ℝ) := by
    simp [winding]
  rw [hcast, sampleSignal_int hL hn, ← winding_eq_zero_iff h1 hh1 c1 hc1 h2 hh2 c2 hc2]
  split_ifs with h <;> simp [h]

/-- If the quotient `r` = γH/γC exceeds 2 and some pathway with orders in -1, 0, 1 has exactly zero
net winding under 2:2:1 gradients, then `r` is 4. -/
theorem ratio_eq_four {r : ℝ} (hr : 2 < r) {h1 c1 h2 c2 : ℤ}
    (hh1 : h1 ∈ orders) (hc1 : c1 ∈ orders) (hh2 : h2 ∈ orders) (hc2 : c2 ∈ orders)
    (hw : winding 2 2 1 r (h1, c1, h2, c2) = 0) : r = 4 := by
  simp only [orders, Finset.mem_insert, Finset.mem_singleton] at hh1 hc1 hh2 hc2
  simp only [winding] at hw
  rcases hh1 with rfl | rfl | rfl <;> rcases hc1 with rfl | rfl | rfl <;>
    rcases hh2 with rfl | rfl | rfl <;> rcases hc2 with rfl | rfl | rfl <;>
    push_cast at hw <;> linarith

/-- For any real value `r` of γH/γC, the five pathways that 2:2:1 gradients refocus at `r = 4` all
have a residual winding of the same magnitude, `|4 - r|`. -/
theorem residual_winding (r : ℝ) {p : Pathway} (hp : p ∈ survivors 2 2 1) :
    |winding 2 2 1 r p| = |4 - r| := by
  rw [survivors_two_two_one] at hp
  simp only [Finset.mem_insert, Finset.mem_singleton] at hp
  rw [abs_eq_abs]
  -- carbon order 1 leaves 4 - r, carbon order -1 leaves the opposite
  rcases hp with rfl | rfl | rfl | rfl | rfl
  · left; simp only [winding]; push_cast; ring
  · left; simp only [winding]; push_cast; ring
  · left; simp only [winding]; push_cast; ring
  · right; simp only [winding]; push_cast; ring
  · right; simp only [winding]; push_cast; ring

/-- For γH/γC = 4, gradients 5:3:4 refocus a single pathway with orders in -1, 0, 1: proton order 1
and then -1, with carbon order 1 during both of the first two gradients. -/
theorem survivors_five_three_four : survivors 5 3 4 = {(1, 1, -1, 1)} := by
  decide +kernel

end

end HMQCGradientSelection
```

```lean
#print axioms HMQCGradientSelection.signal_survives_iff
#print axioms HMQCGradientSelection.ratio_eq_four
#print axioms HMQCGradientSelection.residual_winding
#print axioms HMQCGradientSelection.survivors_five_three_four
```

```
'HMQCGradientSelection.signal_survives_iff' depends on axioms: [propext, Classical.choice, Quot.sound]
'HMQCGradientSelection.ratio_eq_four' depends on axioms: [propext, Classical.choice, Quot.sound]
'HMQCGradientSelection.residual_winding' depends on axioms: [propext, Classical.choice, Quot.sound]
'HMQCGradientSelection.survivors_five_three_four' depends on axioms: [propext, Classical.choice, Quot.sound]
```

`sampleSignal_int` carries out the integral: `hexp` shows that the phase factor returns to 1 at the far end of the sample, so the numerator of $S$ vanishes. `winding_eq_zero_iff` replaces the remainder argument by a check of all 81 combinations, done by `decide +kernel`; `survivors_two_two_one` and `card_survivors` list and count the solutions in the same way. In the main theorem, `hcast` identifies the real winding with an integer, so that these two results combine.

Three further theorems vary the numbers:

- `ratio_eq_four`: for real $r>2$, exact refocusing of any pathway under 2:2:1 forces $r=4$. The proof settles each combination of orders by linear arithmetic.
- `residual_winding`: for any real $r$, the five pathways all have residual winding $|4-r|$. It is $4-r$ for carbon order $1$ and $r-4$ for carbon order $-1$, so the deviation of the true ratio from 4 does not favour the desired pathway.
- `survivors_five_three_four`: at $r=4$, gradients 5:3:4 refocus only $(1,1,-1,1)$. The ratio $r=4$ alone therefore does not force the ambiguity.

The argument by hand also settles the case of a reversed third gradient, 2:2:−1. The condition becomes $4(h_1+h_2)+(c_1+c_2)=-2$, whose solutions are the previous five with all signs changed. There are again five, among them $(1,-1,-1,-1)$, the desired pathway with its carbon orders reversed. Here the condition $h_2=-1$ also admits $(0,1,-1,1)$. An ideal proton 180° pulse between the first two gradients excludes it, since such a pulse reverses the proton order and so leaves order $0$ at $0$.
